# The kinetic energy of trions and biexcitons in centre-of-mass and relative coordinates

Suppose the kinetic energy of a trion is written as two exciton terms, one for each electron relative to the hole, each with the electron-hole reduced mass. The result is in general wrong, even when the trion as a whole is at rest. Give both electrons momentum k and let all masses equal m. The hole recoils with −2k, so the kinetic energy is

‖k‖²/(2m) + ‖k‖²/(2m) + 4‖k‖²/(2m) = 3‖k‖²/m.

The two exciton terms, with reduced mass m/2, give only 2‖k‖²/m. The missing third comes from the shared hole, whose recoil couples the electrons' relative momenta. For isotropic parabolic bands, the theorems below give this coupling for any number of carriers around a central one, at any total momentum.

## Carriers, masses and momenta

Momenta and positions are vectors in a real inner-product space `V`, with inner product ⟨·,·⟩. Its dimension is arbitrary, so layers and bulk crystals are both covered. The outer carriers are numbered i = 0, …, n−1.

```lean
import Mathlib

open scoped InnerProductSpace

namespace ExcitonComplexKinematics

noncomputable section

variable {V : Type*} [NormedAddCommGroup V] [InnerProductSpace ℝ V] {n : ℕ}
```

The central carrier has mass M and the outer ones have masses mᵢ. The total mass is

Mₜ = M + ∑ᵢ mᵢ.

```lean
/-- Total mass of a central carrier of mass `M` and `n` carriers of masses `m i`. -/
def totalMass (M : ℝ) (m : Fin n → ℝ) : ℝ := M + ∑ i, m i
```

The reduced mass of outer carrier i and the central one is μᵢ = mᵢM/(mᵢ + M), or equivalently 1/μᵢ = 1/mᵢ + 1/M.

```lean
/-- Reduced mass of two carriers. -/
def reducedMass (m M : ℝ) : ℝ := m * M / (m + M)
```

Let P be the total momentum and kᵢ the relative momenta. Each outer carrier has lab momentum

pᵢ = kᵢ + (mᵢ/Mₜ)P.

```lean
/-- Lab momentum of carrier `i`: its relative momentum plus its mass share of `P`. -/
def carrierMomentum (M : ℝ) (m : Fin n → ℝ) (P : V) (k : Fin n → V) (i : Fin n) : V :=
  k i + (m i / totalMass M m) • P
```

The central carrier takes the recoil and its own share of P. Its momentum is written p_c here and `p0` in Lean, where it is distinct from `p 0`, the momentum of outer carrier 0:

p_c = −∑ᵢ kᵢ + (M/Mₜ)P.

```lean
/-- Lab momentum of the central carrier: the recoil plus its mass share of `P`. -/
def centralMomentum (M : ℝ) (m : Fin n → ℝ) (P : V) (k : Fin n → V) : V :=
  -∑ i, k i + (M / totalMass M m) • P
```

In the other direction, the relative momentum is what remains of pᵢ after its mass share of the total is removed, which is the carrier's momentum in the centre-of-mass frame:

kᵢ = pᵢ − (mᵢ/Mₜ)(p_c + ∑ⱼ pⱼ).

```lean
/-- Relative momentum of carrier `i`: its lab momentum minus its mass share of the total. -/
def relativeMomentum (M : ℝ) (m : Fin n → ℝ) (p0 : V) (p : Fin n → V) (i : Fin n) : V :=
  p i - (m i / totalMass M m) • (p0 + ∑ j, p j)
```

The kinetic energy in the lab frame is

E = ‖p_c‖²/(2M) + ∑ᵢ ‖pᵢ‖²/(2mᵢ).

This assumes isotropic parabolic bands, with each carrier's energy and momentum measured from its band extremum. Interactions between the carriers are not included.

```lean
/-- Kinetic energy of the central carrier and the other carriers in the lab frame. -/
def kineticEnergy (M : ℝ) (m : Fin n → ℝ) (p0 : V) (p : Fin n → V) : ℝ :=
  ‖p0‖ ^ 2 / (2 * M) + ∑ i, ‖p i‖ ^ 2 / (2 * m i)
```

The coupling counts each pair of outer carriers once:

C(k) = ∑_{i<j} ⟨kᵢ, kⱼ⟩.

```lean
/-- Sum of the inner products of the momenta over all pairs `i < j`. -/
def momentumCoupling (k : Fin n → V) : ℝ :=
  ∑ i, ∑ j, if i < j then ⟪k i, k j⟫_ℝ else 0
```

## The lab momenta add up to P

Dividing ∑ᵢ mᵢ = Mₜ − M by Mₜ gives

(∑ᵢ mᵢ)/Mₜ = 1 − M/Mₜ.

Only Mₜ ≠ 0 is needed, which is the hypothesis `hT`.

```lean
/-- The mass fractions of the outer carriers and of the central carrier add up to one. -/
theorem mass_fraction {M : ℝ} {m : Fin n → ℝ} (hT : totalMass M m ≠ 0) :
    (∑ i, m i) / totalMass M m = 1 - M / totalMass M m := by
  have h : ∑ i, m i = totalMass M m - M := by unfold totalMass; ring
  rw [h, sub_div, div_self hT]
```

In the sum of all lab momenta the recoil cancels the relative momenta, and the mass fractions add to one:

p_c + ∑ᵢ pᵢ = −∑ᵢ kᵢ + ∑ᵢ kᵢ + (M/Mₜ + ∑ᵢ mᵢ/Mₜ)P = P.

The proof gathers the fractions into one coefficient of P, and `module` finishes the vector algebra.

```lean
/-- The lab momenta add up to the total momentum `P`. -/
theorem total_momentum {M : ℝ} {m : Fin n → ℝ} (hT : totalMass M m ≠ 0)
    (P : V) (k : Fin n → V) :
    centralMomentum M m P k + ∑ i, carrierMomentum M m P k i = P := by
  simp only [centralMomentum, carrierMomentum]
  rw [Finset.sum_add_distrib, ← Finset.sum_smul, ← Finset.sum_div, mass_fraction hT]
  module
```

No lab configuration is lost. Start from any p_c and pᵢ, and set P = p_c + ∑ⱼ pⱼ. Adding (mᵢ/Mₜ)P to the relative momentum returns pᵢ. For the central carrier,

−∑ᵢ (pᵢ − (mᵢ/Mₜ)P) + (M/Mₜ)P = −∑ᵢ pᵢ + P = p_c.

```lean
/-- Any lab momenta are recovered from their total and their relative momenta. -/
theorem lab_momenta_recovered {M : ℝ} {m : Fin n → ℝ} (hT : totalMass M m ≠ 0)
    (p0 : V) (p : Fin n → V) :
    centralMomentum M m (p0 + ∑ j, p j) (relativeMomentum M m p0 p) = p0 ∧
      ∀ i, carrierMomentum M m (p0 + ∑ j, p j) (relativeMomentum M m p0 p) i = p i := by
  constructor
  · simp only [centralMomentum, relativeMomentum]
    rw [Finset.sum_sub_distrib, ← Finset.sum_smul, ← Finset.sum_div, mass_fraction hT]
    module
  · intro i
    simp only [carrierMomentum, relativeMomentum]
    exact sub_add_cancel _ _
```

## The recoil produces the coupling

The central carrier's energy contains the square of a sum. Expanding it gives

‖∑ᵢ kᵢ‖² = ∑ᵢ ∑ⱼ ⟨kᵢ, kⱼ⟩ = ∑ᵢ ‖kᵢ‖² + 2C(k),

because the terms with i < j and those with j < i are equal by symmetry. In the proof, `hs` splits each entry of the double sum into diagonal, upper and lower parts, and `hc` turns the lower part into the upper one by exchanging the order of summation.

```lean
/-- The squared norm of a sum of momenta is the sum of squares plus twice the pair coupling. -/
theorem norm_sq_sum (k : Fin n → V) :
    ‖∑ i, k i‖ ^ 2 = ∑ i, ‖k i‖ ^ 2 + 2 * momentumCoupling k := by
  -- split each double-sum entry into its diagonal, upper and lower part
  have hs : ∀ i j, ⟪k i, k j⟫_ℝ = (if i = j then ‖k i‖ ^ 2 else 0)
      + (if i < j then ⟪k i, k j⟫_ℝ else 0) + (if j < i then ⟪k j, k i⟫_ℝ else 0) := by
    intro i j
    rcases lt_trichotomy i j with h | h | h
    · simp [h, h.ne, not_lt_of_ge h.le]
    · subst h
      simp
    · simp [h, h.ne', not_lt_of_ge h.le, real_inner_comm]
  have hc : ∑ i, ∑ j, (if j < i then ⟪k j, k i⟫_ℝ else 0) = momentumCoupling k := by
    unfold momentumCoupling
    exact Finset.sum_comm
  have hd : ‖∑ i, k i‖ ^ 2 = ∑ i, ∑ j, ⟪k i, k j⟫_ℝ := by
    rw [← real_inner_self_eq_norm_sq, sum_inner]
    exact Finset.sum_congr rfl fun i _ => inner_sum _ _ _
  rw [hd, Finset.sum_congr rfl fun i _ => Finset.sum_congr rfl fun j _ => hs i j]
  simp only [Finset.sum_add_distrib, Finset.sum_ite_eq, Finset.mem_univ, if_true]
  rw [hc]
  unfold momentumCoupling
  ring
```

Now write K = ∑ᵢ kᵢ. The central carrier contributes

‖p_c‖²/(2M) = ‖K‖²/(2M) − ⟨K, P⟩/Mₜ + M‖P‖²/(2Mₜ²).

Since 1/mᵢ = 1/μᵢ − 1/M, each outer carrier contributes

‖pᵢ‖²/(2mᵢ) = ‖kᵢ‖²/(2μᵢ) − ‖kᵢ‖²/(2M) + ⟨kᵢ, P⟩/Mₜ + mᵢ‖P‖²/(2Mₜ²).

On summation the terms linear in P cancel. The terms in ‖P‖² have total coefficient (M + ∑ᵢ mᵢ)/(2Mₜ²) = 1/(2Mₜ). What is left over from the recoil is

(‖K‖² − ∑ᵢ ‖kᵢ‖²)/(2M) = C(k)/M.

Therefore

E = ‖P‖²/(2Mₜ) + ∑ᵢ ‖kᵢ‖²/(2μᵢ) + C(k)/M.

The theorem assumes that all masses are positive, as they are for electrons near a band minimum and for holes near a band maximum. In the proof, `h1` and `h2` are the two expansions, `h3` and `h4` collect the sums, and `norm_sq_sum` supplies the coupling. For n = 1 there are no pairs, and the formula is that of a single exciton.

```lean
/-- The kinetic energy is that of the centre of mass, plus the relative terms with reduced
masses, plus the pair coupling of the relative momenta divided by the central mass. -/
theorem kinetic_energy_separation {M : ℝ} {m : Fin n → ℝ} (hM : 0 < M) (hm : ∀ i, 0 < m i)
    (P : V) (k : Fin n → V) :
    kineticEnergy M m (centralMomentum M m P k) (carrierMomentum M m P k) =
      ‖P‖ ^ 2 / (2 * totalMass M m) + ∑ i, ‖k i‖ ^ 2 / (2 * reducedMass (m i) M)
        + (1 / M) * momentumCoupling k := by
  have hT : totalMass M m ≠ 0 :=
    (add_pos_of_pos_of_nonneg hM (Finset.sum_nonneg fun i _ => (hm i).le)).ne'
  have h1 : ‖centralMomentum M m P k‖ ^ 2 / (2 * M) = ‖∑ i, k i‖ ^ 2 / (2 * M)
      - ⟪∑ i, k i, P⟫_ℝ / totalMass M m + M * (‖P‖ ^ 2 / (2 * totalMass M m ^ 2)) := by
    unfold centralMomentum
    rw [norm_add_sq_real, norm_neg, inner_neg_left, real_inner_smul_right, norm_smul,
      mul_pow, Real.norm_eq_abs, sq_abs]
    field_simp
    ring
  have h2 : ∀ i, ‖carrierMomentum M m P k i‖ ^ 2 / (2 * m i) =
      ‖k i‖ ^ 2 / (2 * reducedMass (m i) M) - ‖k i‖ ^ 2 * (1 / (2 * M))
      + ⟪k i, P⟫_ℝ * (1 / totalMass M m) + m i * (‖P‖ ^ 2 / (2 * totalMass M m ^ 2)) := by
    intro i
    have hi := hm i
    have hiM : m i + M ≠ 0 := (add_pos hi hM).ne'
    unfold carrierMomentum reducedMass
    rw [norm_add_sq_real, real_inner_smul_right, norm_smul, mul_pow, Real.norm_eq_abs, sq_abs]
    field_simp
    ring
  have h3 : ∑ i, ⟪k i, P⟫_ℝ = ⟪∑ i, k i, P⟫_ℝ := (sum_inner _ _ _).symm
  have h4 : ∑ i, m i = totalMass M m - M := by unfold totalMass; ring
  -- the terms linear in P cancel between the central carrier and the others
  unfold kineticEnergy
  rw [h1, Finset.sum_congr rfl fun i _ => h2 i, Finset.sum_add_distrib,
    Finset.sum_add_distrib, Finset.sum_sub_distrib, ← Finset.sum_mul, ← Finset.sum_mul,
    ← Finset.sum_mul, h3, h4, norm_sq_sum]
  generalize ∑ i, ‖k i‖ ^ 2 / (2 * reducedMass (m i) M) = A
  field_simp
  ring
```

## Why these relative momenta belong to the relative positions

Let x_c be the position of the central carrier and xᵢ those of the others. In Lean x_c is written `x0`, which is distinct from `x 0`, the position x₀ of outer carrier 0. The centre of mass R is fixed by the hypothesis `hR`:

MₜR = M x_c + ∑ᵢ mᵢxᵢ.

Inserting the lab momenta gives

⟨p_c, x_c⟩ + ∑ᵢ ⟨pᵢ, xᵢ⟩
= −∑ᵢ ⟨kᵢ, x_c⟩ + ∑ᵢ ⟨kᵢ, xᵢ⟩ + ⟨P, M x_c + ∑ᵢ mᵢxᵢ⟩/Mₜ
= ⟨P, R⟩ + ∑ᵢ ⟨kᵢ, xᵢ − x_c⟩.

With ħ = 1 this sum is the phase of a plane wave of the carriers, so kᵢ is the momentum conjugate to xᵢ − x_c. In the proof, `hP` expresses ⟨P, R⟩ through the carrier positions, and the rest is linearity.

Without `hR` the identity fails. On the real line take n = 1, M = m₀ = 1, x_c = 0, x₀ = 1, P = 1 and k₀ = 0, and let R be the central position 0 instead of the midpoint. The left side is 1/2 and the right side is 0.

```lean
/-- The momentum-position pairing keeps its form in centre-of-mass and relative coordinates. -/
theorem pairing_preserved {M : ℝ} {m : Fin n → ℝ} (hT : totalMass M m ≠ 0)
    (P : V) (k : Fin n → V) {x0 R : V} {x : Fin n → V}
    (hR : totalMass M m • R = M • x0 + ∑ i, m i • x i) :
    ⟪centralMomentum M m P k, x0⟫_ℝ + ∑ i, ⟪carrierMomentum M m P k i, x i⟫_ℝ =
      ⟪P, R⟫_ℝ + ∑ i, ⟪k i, x i - x0⟫_ℝ := by
  have hS := congrArg (fun v => ⟪P, v⟫_ℝ) hR
  simp only [inner_add_right, inner_sum, real_inner_smul_right] at hS
  have e : ∑ i, m i / totalMass M m * ⟪P, x i⟫_ℝ
      = (∑ i, m i * ⟪P, x i⟫_ℝ) / totalMass M m := by
    rw [Finset.sum_div]
    exact Finset.sum_congr rfl fun i _ => by ring
  have hP : ⟪P, R⟫_ℝ = M / totalMass M m * ⟪P, x0⟫_ℝ
      + ∑ i, m i / totalMass M m * ⟪P, x i⟫_ℝ := by
    rw [e, div_mul_eq_mul_div, ← add_div, eq_div_iff hT]
    linear_combination hS
  simp only [centralMomentum, carrierMomentum, inner_add_left, inner_neg_left, sum_inner,
    real_inner_smul_left, inner_sub_right, Finset.sum_add_distrib, Finset.sum_sub_distrib]
  rw [hP]
  ring
```

The pairing also determines the lab momenta. Suppose that q_c and qᵢ satisfy the same identity for all positions, and let d_c = q_c − p_c and dᵢ = qᵢ − pᵢ. Subtracting the two identities gives

⟨d_c, x_c⟩ + ∑ᵢ ⟨dᵢ, xᵢ⟩ = 0 for all x_c and xᵢ.

Choosing x_c = d_c and xᵢ = dᵢ turns this into ‖d_c‖² + ∑ᵢ ‖dᵢ‖² = 0, so every difference vanishes. The subtraction is `key` in the proof, and `h` is the choice of positions.

```lean
/-- Lab momenta that preserve the pairing for all positions are the ones defined above. -/
theorem momenta_unique {M : ℝ} {m : Fin n → ℝ} (hT : totalMass M m ≠ 0)
    (P : V) (k : Fin n → V) (q0 : V) (q : Fin n → V)
    (hq : ∀ (x0 R : V) (x : Fin n → V), totalMass M m • R = M • x0 + ∑ i, m i • x i →
      ⟪q0, x0⟫_ℝ + ∑ i, ⟪q i, x i⟫_ℝ = ⟪P, R⟫_ℝ + ∑ i, ⟪k i, x i - x0⟫_ℝ) :
    q0 = centralMomentum M m P k ∧ ∀ i, q i = carrierMomentum M m P k i := by
  have key : ∀ (x0 : V) (x : Fin n → V), ⟪q0 - centralMomentum M m P k, x0⟫_ℝ
      + ∑ i, ⟪q i - carrierMomentum M m P k i, x i⟫_ℝ = 0 := by
    intro x0 x
    have hR := smul_inv_smul₀ hT (M • x0 + ∑ i, m i • x i)
    have h1 := hq x0 _ x hR
    have h2 := pairing_preserved hT P k hR
    simp only [inner_sub_left, Finset.sum_sub_distrib]
    linarith
  -- test the pairing on the difference of the momenta themselves
  have h := key (q0 - centralMomentum M m P k) (fun i => q i - carrierMomentum M m P k i)
  simp only [real_inner_self_eq_norm_sq] at h
  have hs : 0 ≤ ∑ i, ‖q i - carrierMomentum M m P k i‖ ^ 2 :=
    Finset.sum_nonneg fun i _ => sq_nonneg _
  have h0 := sq_nonneg ‖q0 - centralMomentum M m P k‖
  have hz : ∀ v : V, ‖v‖ ^ 2 = 0 → v = 0 := fun v hv =>
    norm_eq_zero.1 ((pow_eq_zero_iff two_ne_zero).1 hv)
  have hsum : ∑ i, ‖q i - carrierMomentum M m P k i‖ ^ 2 = 0 := by linarith
  have hall := (Finset.sum_eq_zero_iff_of_nonneg
    (f := fun i => ‖q i - carrierMomentum M m P k i‖ ^ 2) (fun i _ => sq_nonneg _)).1 hsum
  exact ⟨sub_eq_zero.1 (hz _ (by linarith)),
    fun i => sub_eq_zero.1 (hz _ (hall i (Finset.mem_univ i)))⟩
```

## A trion with two electrons

Take the hole as the central carrier, with mass m_h, and two electrons of mass m_e. Then Mₜ = 2m_e + m_h, both reduced masses equal μ = m_em_h/(m_e + m_h), and the only pair term is ⟨k₀, k₁⟩/m_h. With the mass ratio σ = m_e/m_h,

1/m_h = (1/(2μ)) · 2μ/m_h = (1/(2μ)) · 2σ/(1 + σ),

so that

E = ‖P‖²/(2(2m_e + m_h)) + [‖k₀‖² + ‖k₁‖² + (2σ/(1 + σ))⟨k₀, k₁⟩]/(2μ).

For isotropic parabolic bands this is the kinetic part of a trion Hamiltonian in the momentum representation; the carriers' interactions have to be added to it. The Lean proof specialises the general theorem to `Fin 2` and rearranges the fractions.

```lean
/-- Kinetic energy of a trion of two electrons and a hole, with the coupling of the relative
momenta expressed through the mass ratio `me / mh`. -/
theorem trion_kinetic_energy {me mh : ℝ} (he : 0 < me) (hh : 0 < mh) (P : V) (k : Fin 2 → V) :
    kineticEnergy mh (fun _ => me) (centralMomentum mh (fun _ => me) P k)
        (carrierMomentum mh (fun _ => me) P k) =
      ‖P‖ ^ 2 / (2 * (2 * me + mh)) + (‖k 0‖ ^ 2 + ‖k 1‖ ^ 2
        + 2 * (me / mh) / (1 + me / mh) * ⟪k 0, k 1⟫_ℝ) / (2 * reducedMass me mh) := by
  have hc : momentumCoupling k = ⟪k 0, k 1⟫_ℝ := by
    simp [momentumCoupling, Fin.sum_univ_two]
  have ht : totalMass mh (fun _ : Fin 2 => me) = 2 * me + mh := by
    unfold totalMass
    rw [Fin.sum_univ_two]
    ring
  rw [kinetic_energy_separation hh (fun _ => he), hc, ht, Fin.sum_univ_two]
  unfold reducedMass
  field_simp
  ring
```

## A biexciton with one hole as the central carrier

One hole is now the central carrier. The outer carriers are the electrons, numbered 0 and 1, and the second hole, numbered 2; in Lean their masses are the list `![me, me, mh]`. The total mass is 2(m_e + m_h). The two holes have reduced mass m_h/2, so the second hole contributes ‖k₂‖²/(2 · m_h/2) = ‖k₂‖²/m_h. With the three pair terms,

E = ‖P‖²/(4(m_e + m_h)) + (‖k₀‖² + ‖k₁‖²)/(2μ) + ‖k₂‖²/m_h + (⟨k₀, k₁⟩ + ⟨k₀, k₂⟩ + ⟨k₁, k₂⟩)/m_h.

The formula treats the two holes differently because the momentum of the central one has been eliminated: in the centre-of-mass frame it is −(k₀ + k₁ + k₂). The proof checks that the three listed masses are positive, evaluates the total mass and the pair sum, and applies the general theorem.

```lean
/-- Kinetic energy of a biexciton with one of its two holes as the central carrier; `k 0` and `k 1`
belong to the electrons and `k 2` to the other hole. -/
theorem biexciton_kinetic_energy {me mh : ℝ} (he : 0 < me) (hh : 0 < mh)
    (P : V) (k : Fin 3 → V) :
    kineticEnergy mh ![me, me, mh] (centralMomentum mh ![me, me, mh] P k)
        (carrierMomentum mh ![me, me, mh] P k) =
      ‖P‖ ^ 2 / (4 * (me + mh)) + (‖k 0‖ ^ 2 + ‖k 1‖ ^ 2) / (2 * reducedMass me mh)
        + ‖k 2‖ ^ 2 / mh + (⟪k 0, k 1⟫_ℝ + ⟪k 0, k 2⟫_ℝ + ⟪k 1, k 2⟫_ℝ) / mh := by
  have hm : ∀ i, 0 < (![me, me, mh] : Fin 3 → ℝ) i := by
    intro i
    fin_cases i <;> simp [he, hh]
  have hc : momentumCoupling k = ⟪k 0, k 1⟫_ℝ + ⟪k 0, k 2⟫_ℝ + ⟪k 1, k 2⟫_ℝ := by
    simp [momentumCoupling, Fin.sum_univ_three]
  have e0 : (![me, me, mh] : Fin 3 → ℝ) 0 = me := rfl
  have e1 : (![me, me, mh] : Fin 3 → ℝ) 1 = me := rfl
  have e2 : (![me, me, mh] : Fin 3 → ℝ) 2 = mh := rfl
  have ht : totalMass mh ![me, me, mh] = 2 * (me + mh) := by
    unfold totalMass
    rw [Fin.sum_univ_three, e0, e1, e2]
    ring
  rw [kinetic_energy_separation hh hm, hc, ht, Fin.sum_univ_three, e0, e1, e2]
  unfold reducedMass
  field_simp
  ring

end

end ExcitonComplexKinematics
```

```lean
#print axioms ExcitonComplexKinematics.lab_momenta_recovered
#print axioms ExcitonComplexKinematics.momenta_unique
#print axioms ExcitonComplexKinematics.trion_kinetic_energy
#print axioms ExcitonComplexKinematics.biexciton_kinetic_energy
```

```
'ExcitonComplexKinematics.lab_momenta_recovered' depends on axioms: [propext, Classical.choice, Quot.sound]
'ExcitonComplexKinematics.momenta_unique' depends on axioms: [propext, Classical.choice, Quot.sound]
'ExcitonComplexKinematics.trion_kinetic_energy' depends on axioms: [propext, Classical.choice, Quot.sound]
'ExcitonComplexKinematics.biexciton_kinetic_energy' depends on axioms: [propext, Classical.choice, Quot.sound]
```
